# A spin-orbit phase scales the ring current of a symmetrically filled tight-binding ring by cos(a/N)

To check the spin-orbit part of a ring-current routine, run it on a uniform tight-binding ring with and without the spin-orbit phase, at the same hopping strength, the same filling and the same flux phase between 0 and π (both excluded), and compare the ratio of the two currents with cos(a/N).

Here N is the number of sites, −t the hopping with t > 0, f the flux phase around the ring, and s·a the spin-orbit phase around the ring for spin s = ±1. The levels k = −q, ..., q are filled for both spins, with 2q+1 < N. The energy E and the current I = −dE/df are then

E = −4t R cos(f/N) cos(a/N)

I = −(4t/N) R sin(f/N) cos(a/N)

R = sin(π(2q+1)/N) / sin(π/N)

For 0 < |f| < π and 0 < |a| < π the current is diamagnetic and strictly weaker than at a = 0.

## What the ratio tests in a code

For non-interacting electrons on this uniform ring, the identity gives a reference value for a routine that differentiates the total energy with respect to flux. The energy itself carries the factor cos(a/N), so a finite-difference current carries the same factor at any step, provided that the occupation is held fixed.

The check detects a spin-orbit phase entered with the same sign for both spins, which would shift the flux phase to f+a. It cannot detect a reversed overall sign of a, because cos(a/N) is even.

The size t of the hopping must be the same in both runs. Some codes instead add spin-orbit coupling as an imaginary part of the hopping, replacing −t by −(t + i·s·λ) in one direction around the ring and by the complex conjugate in the other, with λ real. The hopping then has size √(t²+λ²), and cos(a/N) = t/√(t²+λ²). At fixed filling the two factors cancel, so the ratio to the current at λ = 0 is 1. To obtain cos(a/N), compare with a run without spin-orbit phase whose hopping is −√(t²+λ²).

If the code fills levels by energy, keep |f|+|a| < π at every flux value used, including those of a finite difference. The filling above is then the only lowest-energy one for its number of electrons. At |f|+|a| = π an occupied and an empty level coincide, and the code may pick a state with a different current.

## From hopping phases to the current

Spread both phases evenly over the bonds and write θ = f+s·a. On N-periodic amplitudes ψ(x) the Hamiltonian is

(Hψ)(x) = −t [exp(iθ/N) ψ(x+1) + exp(−iθ/N) ψ(x−1)]

The wave exp(2πikx/N) is N-periodic for integer k. A step x → x±1 multiplies it by exp(±2πik/N), so it is an eigenvector with eigenvalue

ε(k,s) = −2t cos((2πk+f+s·a)/N)

For the filling order, let |f|+|a| ≤ π, so that |θ| ≤ π for either spin, and set c = (2q+1)π/N. The angles of the occupied levels lie in [−c, c]. Those of the empty levels, k' = q+1, ..., N−q−1, lie in [c, 2π−c]. The cosine is at least cos c on the first interval and at most cos c on the second. Since t > 0, no occupied level lies above an empty one, even across spins. If |f|+|a| < π, the angles stay off the endpoints of both intervals, so every occupied level lies strictly below every empty one. At |f|+|a| = π at least one spin has θ = ±π, and its levels at the angles c and −c (up to a full turn), one occupied and one empty, are tied.

Next, let S(q) be the sum of cos((2πk+θ)/N) over k = −q, ..., q. The claim is

sin(π/N) S(q) = cos(θ/N) sin((2q+1)π/N)

It holds at q = 0. Going from q to q+1 adds the terms k = ±(q+1), which together give 2 cos(θ/N) cos(2(q+1)π/N). Multiplied by sin(π/N), this is

cos(θ/N) [sin((2q+3)π/N) − sin((2q+1)π/N)]

which is exactly the change of the right-hand side.

Dividing by sin(π/N) and adding the spins gives

E = −2t R [cos((f+a)/N) + cos((f−a)/N)] = −4t R cos(f/N) cos(a/N)

and differentiation gives I.

For the sign, R > 0 because 0 < 2q+1 < N. Since N ≥ 2, both |f|/N and |a|/N are below π/2. Hence cos(a/N) > 0 and, for f ≠ 0, f sin(f/N) > 0, so f·I < 0. If also a ≠ 0, then 0 < cos(a/N) < 1, and the current is strictly weaker than the nonzero current at a = 0.

The smallest case is N = 2, q = 0, where R = 1 and

E = −4t cos(f/2) cos(a/2)

I = −2t sin(f/2) cos(a/2)

The two hopping terms then join the same pair of sites, so a code must count two bonds to reproduce these values.

## The ring, its filling and its current in Lean

```lean
import Mathlib

open scoped Real

namespace SpinOrbitRingCurrent

noncomputable section

/-- Hamiltonian of the spin component `s` (`s = 1` or `s = -1`) on a ring of `N > 0` sites:
hopping `-t` with flux phase `f` and spin-orbit phase `s * a`, both spread evenly over the bonds.
Ring states are the `N`-periodic amplitudes `ψ`. -/
def ringHam (N : ℕ) (t f a s : ℝ) (ψ : ℤ → ℂ) (x : ℤ) : ℂ :=
  -(t : ℂ) * (Complex.exp (((f + s * a) / N : ℝ) * Complex.I) * ψ (x + 1)
    + Complex.exp (-((f + s * a) / N : ℝ) * Complex.I) * ψ (x - 1))

/-- Bloch wave with momentum number `k` on a ring of `N > 0` sites. -/
def bloch (N : ℕ) (k x : ℤ) : ℂ :=
  Complex.exp ((2 * π * k * x / N : ℝ) * Complex.I)

/-- Level with momentum number `k` and spin sign `s` on a ring of `N > 0` sites. -/
def level (N : ℕ) (t f a s : ℝ) (k : ℤ) : ℝ :=
  -2 * t * Real.cos ((2 * π * k + f + s * a) / N)

/-- Energy of the ring of `N > 0` sites with `k = -q, ..., q` filled for both spins. These momenta
are distinct states only if `2q + 1 ≤ N`. -/
def energy (N q : ℕ) (t f a : ℝ) : ℝ :=
  ∑ k ∈ Finset.Icc (-(q : ℤ)) q, (level N t f a 1 k + level N t f a (-1) k)

/-- Ring current of this filling (`N > 0`): minus the derivative of the energy with respect to
the flux phase. -/
def ringCurrent (N q : ℕ) (t f a : ℝ) : ℝ :=
  -deriv (fun φ => energy N q t φ a) f

/-- On a ring of `N > 0` sites the Bloch waves are periodic and are eigenvectors of the
Hamiltonian, with the spin levels as eigenvalues. -/
theorem bloch_eigen {N : ℕ} (hN : 0 < N) (t f a s : ℝ) (k x : ℤ) :
    bloch N k (x + N) = bloch N k x ∧
      ringHam N t f a s (bloch N k) x = (level N t f a s k : ℂ) * bloch N k x := by
  constructor
  · have hN' : (N : ℝ) ≠ 0 := by positivity
    have h : 2 * π * k * ((x + N : ℤ) : ℝ) / N = 2 * π * k * x / N + k * (2 * π) := by
      push_cast
      rw [mul_add, add_div, mul_div_cancel_right₀ _ hN']
      ring
    have h1 : (((k : ℝ) * (2 * π) : ℝ) : ℂ) * Complex.I = k * (2 * π * Complex.I) := by
      push_cast
      ring
    unfold bloch
    rw [h, Complex.ofReal_add, add_mul, Complex.exp_add, h1,
      Complex.exp_int_mul_two_pi_mul_I, mul_one]
  · -- a step along the ring multiplies the wave by a phase
    have h1 : Complex.exp (((f + s * a) / N : ℝ) * Complex.I) * bloch N k (x + 1)
        = Complex.exp (((2 * π * k + f + s * a) / N : ℝ) * Complex.I) * bloch N k x := by
      unfold bloch
      rw [← Complex.exp_add, ← Complex.exp_add]
      congr 1
      push_cast
      ring
    have h2 : Complex.exp (-((f + s * a) / N : ℝ) * Complex.I) * bloch N k (x - 1)
        = Complex.exp (-((2 * π * k + f + s * a) / N : ℝ) * Complex.I) * bloch N k x := by
      unfold bloch
      rw [← Complex.exp_add, ← Complex.exp_add]
      congr 1
      push_cast
      ring
    unfold ringHam level
    rw [h1, h2, Complex.ofReal_mul, Complex.ofReal_cos, Complex.cos]
    push_cast
    ring

/-- If `t > 0` and `|f| + |a| ≤ π`, no level with `k = -q, ..., q` lies above a level with
`k' = q + 1, ..., N - q - 1`, whatever the two spins. -/
theorem aufbau {N q : ℕ} {t f a s s' : ℝ} {k k' : ℤ} (ht : 0 < t) (hfa : |f| + |a| ≤ π)
    (hs : s = 1 ∨ s = -1) (hs' : s' = 1 ∨ s' = -1)
    (hk : k ∈ Finset.Icc (-(q : ℤ)) q)
    (hk' : k' ∈ Finset.Icc ((q : ℤ) + 1) ((N : ℤ) - q - 1)) :
    level N t f a s k ≤ level N t f a s' k' := by
  rw [Finset.mem_Icc] at hk hk'
  have hN0 : 0 < N := by omega
  have hN : (0 : ℝ) < N := by exact_mod_cast hN0
  have H : ∀ r : ℝ, r = 1 ∨ r = -1 → -π ≤ f + r * a ∧ f + r * a ≤ π := by
    rintro r (rfl | rfl) <;> constructor <;>
      linarith [neg_abs_le f, le_abs_self f, neg_abs_le a, le_abs_self a]
  obtain ⟨b1, b2⟩ := H s hs
  obtain ⟨b3, b4⟩ := H s' hs'
  have k1 : -(q : ℝ) ≤ k := by exact_mod_cast hk.1
  have k2 : (k : ℝ) ≤ q := by exact_mod_cast hk.2
  have k3 : (q : ℝ) + 1 ≤ k' := by exact_mod_cast hk'.1
  have k4 : (k' : ℝ) ≤ N - q - 1 := by exact_mod_cast hk'.2
  have m1 := mul_le_mul_of_nonneg_left k1 Real.pi_pos.le
  have m2 := mul_le_mul_of_nonneg_left k2 Real.pi_pos.le
  have m3 := mul_le_mul_of_nonneg_left k3 Real.pi_pos.le
  have m4 := mul_le_mul_of_nonneg_left k4 Real.pi_pos.le
  -- the angle c separates occupied from empty levels
  obtain ⟨c, hc⟩ : ∃ c : ℝ, c = (2 * q + 1) * π / N := ⟨_, rfl⟩
  have hcN : c * N = (2 * q + 1) * π := by rw [hc, div_mul_cancel₀ _ hN.ne']
  have hc0 : 0 ≤ c := by rw [hc]; positivity
  have y1 : c ≤ (2 * π * k' + f + s' * a) / N := by
    rw [le_div_iff₀ hN]; linarith
  have y2 : (2 * π * k' + f + s' * a) / N ≤ 2 * π - c := by
    rw [div_le_iff₀ hN]; linarith
  have hx : Real.cos c ≤ Real.cos ((2 * π * k + f + s * a) / N) := by
    rw [← Real.cos_abs ((2 * π * k + f + s * a) / N)]
    apply Real.cos_le_cos_of_nonneg_of_le_pi (abs_nonneg _) (by linarith)
    rw [abs_le]
    constructor
    · rw [le_div_iff₀ hN]; linarith
    · rw [div_le_iff₀ hN]; linarith
  have hy : Real.cos ((2 * π * k' + f + s' * a) / N) ≤ Real.cos c := by
    rcases le_total ((2 * π * k' + f + s' * a) / N) π with h | h
    · exact Real.cos_le_cos_of_nonneg_of_le_pi hc0 h y1
    · rw [← Real.cos_two_pi_sub ((2 * π * k' + f + s' * a) / N)]
      exact Real.cos_le_cos_of_nonneg_of_le_pi hc0 (by linarith) (by linarith)
  have := mul_le_mul_of_nonneg_left (hy.trans hx) ht.le
  unfold level
  linarith

/-- Closed form of `sin (π / N)` times the sum of `cos ((2πk + θ) / N)` over `k = -q, ..., q`. -/
theorem shell_sum (N q : ℕ) (θ : ℝ) :
    Real.sin (π / N) * ∑ k ∈ Finset.Icc (-(q : ℤ)) q, Real.cos ((2 * π * k + θ) / N)
      = Real.cos (θ / N) * Real.sin (π * (2 * q + 1) / N) := by
  induction q with
  | zero => simp [mul_comm]
  | succ q ih =>
    have hset : Finset.Icc (-((q + 1 : ℕ) : ℤ)) ((q + 1 : ℕ) : ℤ)
        = insert ((q : ℤ) + 1) (insert (-((q : ℤ) + 1)) (Finset.Icc (-(q : ℤ)) q)) := by
      ext k
      simp only [Finset.mem_insert, Finset.mem_Icc]
      omega
    have e1 : (2 * π * (((q : ℤ) + 1 : ℤ) : ℝ) + θ) / N
        = θ / N + 2 * (q + 1) * (π / N) := by push_cast; ring
    have e2 : (2 * π * ((-((q : ℤ) + 1) : ℤ) : ℝ) + θ) / N
        = θ / N - 2 * (q + 1) * (π / N) := by push_cast; ring
    have e3 : π * (2 * ((q + 1 : ℕ) : ℝ) + 1) / N
        = 2 * (q + 1) * (π / N) + π / N := by push_cast; ring
    have e4 : π * (2 * (q : ℝ) + 1) / N = 2 * (q + 1) * (π / N) - π / N := by ring
    rw [hset, Finset.sum_insert (by simp only [Finset.mem_insert, Finset.mem_Icc]; omega),
      Finset.sum_insert (by simp only [Finset.mem_Icc]; omega), mul_add, mul_add, ih,
      e1, e2, e3, e4, Real.cos_add, Real.cos_sub, Real.sin_add, Real.sin_sub]
    ring

/-- The sine of a proper fraction `m / N` of a half turn is positive. -/
theorem sin_frac_pos {m N : ℝ} (hm : 0 < m) (hmN : m < N) : 0 < Real.sin (π * m / N) := by
  have hN : 0 < N := hm.trans hmN
  apply Real.sin_pos_of_pos_of_lt_pi (by positivity)
  rw [div_lt_iff₀ hN]
  exact mul_lt_mul_of_pos_left hmN Real.pi_pos

/-- For `2q + 1 < N` the energy of the filling is a product of a flux factor, a spin-orbit
factor and a shell factor. -/
theorem energy_eq {N q : ℕ} (hq : 2 * q + 1 < N) (t f a : ℝ) :
    energy N q t f a = -4 * t * Real.cos (f / N) * Real.cos (a / N)
      * Real.sin (π * (2 * q + 1) / N) / Real.sin (π / N) := by
  have hN : (1 : ℝ) < N := by exact_mod_cast (by omega : 1 < N)
  have hs : Real.sin (π / N) ≠ 0 := by
    have h := sin_frac_pos one_pos hN
    rw [mul_one] at h
    exact h.ne'
  have hE : energy N q t f a = -2 * t *
      (∑ k ∈ Finset.Icc (-(q : ℤ)) q, Real.cos ((2 * π * k + (f + a)) / N)
        + ∑ k ∈ Finset.Icc (-(q : ℤ)) q, Real.cos ((2 * π * k + (f - a)) / N)) := by
    unfold energy level
    rw [← Finset.sum_add_distrib, Finset.mul_sum]
    refine Finset.sum_congr rfl fun k _ => ?_
    rw [show 2 * π * (k : ℝ) + f + 1 * a = 2 * π * k + (f + a) by ring,
      show 2 * π * (k : ℝ) + f + (-1) * a = 2 * π * k + (f - a) by ring]
    ring
  have c1 : Real.cos ((f + a) / N) = Real.cos (f / N) * Real.cos (a / N)
      - Real.sin (f / N) * Real.sin (a / N) := by rw [add_div, Real.cos_add]
  have c2 : Real.cos ((f - a) / N) = Real.cos (f / N) * Real.cos (a / N)
      + Real.sin (f / N) * Real.sin (a / N) := by rw [sub_div, Real.cos_sub]
  have h1 := shell_sum N q (f + a)
  have h2 := shell_sum N q (f - a)
  rw [c1] at h1
  rw [c2] at h2
  -- the sine terms of the two spins cancel
  rw [hE, eq_div_iff hs]
  linear_combination (-2 * t) * (h1 + h2)

/-- Derivative of the energy with respect to the flux phase, for `2q + 1 < N`. -/
theorem hasDerivAt_energy {N q : ℕ} (hq : 2 * q + 1 < N) (t f a : ℝ) :
    HasDerivAt (fun φ => energy N q t φ a) (4 * t / N * Real.sin (f / N) * Real.cos (a / N)
      * (Real.sin (π * (2 * q + 1) / N) / Real.sin (π / N))) f := by
  have hE : (fun φ => energy N q t φ a) = fun φ => (-4 * t * Real.cos (a / N)
      * (Real.sin (π * (2 * q + 1) / N) / Real.sin (π / N))) * Real.cos (φ / N) := by
    funext φ
    rw [energy_eq hq]
    ring
  rw [hE]
  have h := (((hasDerivAt_id' f).div_const (N : ℝ)).cos).const_mul
    (-4 * t * Real.cos (a / N) * (Real.sin (π * (2 * q + 1) / N) / Real.sin (π / N)))
  exact h.congr_deriv (by ring)

/-- A phase below `π` in size, shared by at least two bonds, is below `π / 2` per bond. -/
theorem bond_phase {N x : ℝ} (hN : 2 ≤ N) (hx : |x| < π) :
    -(π / 2) < x / N ∧ x / N < π / 2 := by
  have hN0 : 0 < N := by linarith
  have h := mul_le_mul_of_nonneg_left hN Real.pi_pos.le
  obtain ⟨h1, h2⟩ := abs_lt.mp hx
  constructor
  · rw [lt_div_iff₀ hN0]; linarith
  · rw [div_lt_iff₀ hN0]; linarith

/-- For `t > 0`, `2q + 1 < N`, `0 < |f| < π` and `|a| < π` the ring current is diamagnetic:
its sign is opposite to that of the flux phase. -/
theorem current_diamagnetic {N q : ℕ} {t f a : ℝ} (hq : 2 * q + 1 < N) (ht : 0 < t)
    (hf0 : f ≠ 0) (hf : |f| < π) (ha : |a| < π) : f * ringCurrent N q t f a < 0 := by
  have hN : (2 : ℝ) ≤ N := by exact_mod_cast (by omega : 2 ≤ N)
  have hN0 : (0 : ℝ) < N := by linarith
  have hqN : 2 * (q : ℝ) + 1 < N := by exact_mod_cast hq
  have hS := sin_frac_pos (by positivity : (0 : ℝ) < 2 * q + 1) hqN
  have hs := sin_frac_pos one_pos (by linarith : (1 : ℝ) < N)
  rw [mul_one] at hs
  have hc := Real.cos_pos_of_mem_Ioo (bond_phase hN ha)
  obtain ⟨f1, f2⟩ := bond_phase hN hf
  have hfs : 0 < f * Real.sin (f / N) := by
    rcases lt_or_gt_of_ne hf0 with h | h
    · exact mul_pos_of_neg_of_neg h (Real.sin_neg_of_neg_of_neg_pi_lt
        (div_neg_of_neg_of_pos h hN0) (by linarith [Real.pi_pos]))
    · exact mul_pos h (Real.sin_pos_of_pos_of_lt_pi (div_pos h hN0)
        (by linarith [Real.pi_pos]))
  have hp : 0 < 4 * t / N * Real.cos (a / N)
      * (Real.sin (π * (2 * q + 1) / N) / Real.sin (π / N)) * (f * Real.sin (f / N)) := by
    positivity
  unfold ringCurrent
  rw [(hasDerivAt_energy hq t f a).deriv]
  linarith

/-- For `t > 0`, `2q + 1 < N` and `0 < |f| < π`, a spin-orbit phase with `0 < |a| < π` multiplies
the ring current by `cos (a / N)` and makes it strictly weaker. -/
theorem spinOrbit_weakens_current {N q : ℕ} {t f a : ℝ} (hq : 2 * q + 1 < N) (ht : 0 < t)
    (hf0 : f ≠ 0) (hf : |f| < π) (ha0 : a ≠ 0) (ha : |a| < π) :
    ringCurrent N q t f a = Real.cos (a / N) * ringCurrent N q t f 0 ∧
      |ringCurrent N q t f a| < |ringCurrent N q t f 0| := by
  have hN : (2 : ℝ) ≤ N := by exact_mod_cast (by omega : 2 ≤ N)
  have hN0 : (N : ℝ) ≠ 0 := by linarith
  have hI : ringCurrent N q t f a = Real.cos (a / N) * ringCurrent N q t f 0 := by
    unfold ringCurrent
    rw [(hasDerivAt_energy hq t f a).deriv, (hasDerivAt_energy hq t f 0).deriv,
      zero_div, Real.cos_zero]
    ring
  refine ⟨hI, ?_⟩
  obtain ⟨a1, a2⟩ := bond_phase hN ha
  have hc := Real.cos_pos_of_mem_Ioo (bond_phase hN ha)
  -- the factor is below one because the phase per bond is not zero
  have hc1 : Real.cos (a / N) < 1 := by
    refine lt_of_le_of_ne (Real.cos_le_one _) fun h => ?_
    exact div_ne_zero ha0 hN0 ((Real.cos_eq_one_iff_of_lt_of_lt
      (by linarith [Real.pi_pos]) (by linarith [Real.pi_pos])).mp h)
  have hd := current_diamagnetic (a := 0) hq ht hf0 hf (by rw [abs_zero]; exact Real.pi_pos)
  have hI0 : 0 < |ringCurrent N q t f 0| := by
    rw [abs_pos]
    intro h
    rw [h, mul_zero] at hd
    exact lt_irrefl _ hd
  rw [hI, abs_mul, abs_of_pos hc]
  nlinarith [mul_pos (sub_pos.mpr hc1) hI0]

end

end SpinOrbitRingCurrent
```

```lean
#print axioms SpinOrbitRingCurrent.bloch_eigen
#print axioms SpinOrbitRingCurrent.aufbau
#print axioms SpinOrbitRingCurrent.spinOrbit_weakens_current
```

```
'SpinOrbitRingCurrent.bloch_eigen' depends on axioms: [propext, Classical.choice, Quot.sound]
'SpinOrbitRingCurrent.aufbau' depends on axioms: [propext, Classical.choice, Quot.sound]
'SpinOrbitRingCurrent.spinOrbit_weakens_current' depends on axioms: [propext, Classical.choice, Quot.sound]
```

## Fixed filling, one spin axis, no interactions

`ringHam` acts on amplitudes `ℤ → ℂ`; ring states are the N-periodic ones. `bloch_eigen` states that each Bloch wave is periodic and has `level` as its eigenvalue, so the levels are derived from the hopping model. The waves are unnormalised, which leaves the eigenvalues unchanged. The file does not show that they exhaust the periodic states.

`energy` sums the levels over `Finset.Icc (-(q : ℤ)) q` for spin signs 1 and −1. `ringCurrent` is minus its derivative with respect to the flux phase; conversion to a physical current needs the charge and flux units of the code. The hypothesis `hq : 2 * q + 1 < N` leaves at least one momentum empty per spin.

`current_diamagnetic` expresses opposite signs of flux phase and current as `f * ringCurrent N q t f a < 0`. `spinOrbit_weakens_current` gives both the factor cos(a/N) and the strict inequality between absolute values. At f = 0 both currents vanish, so strictness needs f ≠ 0.

These two theorems concern the fixed filling and do not assume |f|+|a| ≤ π. That condition belongs to `aufbau`, whose inequality allows ties; the strict ordering for |f|+|a| < π is derived only in the prose. When the sum reaches or exceeds π, a code that refills levels by energy may be computing the current of a different state.

The phase s·a is postulated. It stands for a spin-orbit coupling that conserves spin along one axis and acts on opposite spins with opposite phases. It is not derived from a two-component Hamiltonian, and the model has no spin-flip hopping, Zeeman term, disorder or electron interaction.

The lemmas follow the derivation closely:

- `bloch_eigen` combines exponentials to obtain the phase of one step in each direction, then writes the cosine as a sum of exponentials.
- `aufbau` introduces the separating angle `c` and compares cosines on [0, π], reflecting angles above π.
- `shell_sum` is the induction on q. It inserts the two new momenta and expands with the addition theorems.
- `energy_eq` applies `shell_sum` at f+a and f−a. Its closing `linear_combination` adds the two results, and the sine terms cancel.
- `hasDerivAt_energy` differentiates the closed form, which also shows that the derivative in `ringCurrent` exists.
- `sin_frac_pos` supplies the positive sines in R, and `bond_phase` the bound π/2 per bond.
- `current_diamagnetic` treats positive and negative f separately. The last theorem reads the factor off the two derivatives, then uses 0 < cos(a/N) < 1 and the nonzero current at a = 0.
